# Lorentzian broadening of a finite pole sum adds the half-widths

My spectrum comes from a Hermitian Hamiltonian in a finite basis, so I write its Green's function as a finite sum of poles, $G(z)=\sum_k w_k/(z-l_k)$, with real levels $l_k$ and real weights $w_k$. I stored $\operatorname{Im}G$ only on the line $y+ia$, with $a=0.1$ eV, and now want the smoother curve at height $0.3$ eV. Can I convolve the stored curve with a Lorentzian, and of what half-width? For Gaussians the widths would add in quadrature, which makes me doubt that the answer is simply $0.2$ eV.

## Convolve with the difference, 0.2 eV

Take broadening to mean convolution over the whole real energy axis with the normalised Lorentzian

$$K_b(x-y)=\frac{b/\pi}{(x-y)^2+b^2},$$

where $b$ is the half-width at half-maximum. For $a,b>0$ and real $x$,

$$\int_{-\infty}^{\infty} K_b(x-y)\operatorname{Im}G(y+ia)\,dy=\operatorname{Im}G(x+i(a+b)).$$

**One pole at a time.** Substituting $y=x+bt$ gives $\int K_b(x-y)\,dy=\frac1\pi\int\frac{dt}{1+t^2}=1$. For a level $l_k$, put $p=l_k-ia$, $q=x+ib$ and $r=x-ib$. The pole term in $G(y+ia)$ is $1/(y-p)$. It is bounded by $1/a$, so its product with $K_b$ is integrable.

Since $(x-y)^2+b^2=(y-q)(y-r)$ and $\frac1{y-p}-\frac1{q-p}=-\frac{y-q}{(y-p)(q-p)}$, the factor $y-q$ cancels:

$$K_b(x-y)\left[\frac1{y-p}-\frac1{q-p}\right]=-\frac{b/\pi}{q-p}\,\frac1{(y-p)(y-r)}.$$

A primitive of the last fraction is

$$F(y)=\frac1{p-r}\log\frac{y-p}{y-r}\quad(p\ne r),\qquad F(y)=-\frac1{y-p}\quad(p=r).$$

The logarithm stays off its branch cut: if $y-p=-t(y-r)$ with $t\ge0$, the left side has positive imaginary part and the right side does not. As $y\to\pm\infty$ the ratio tends to 1, so $F\to0$ at both ends; the same limit holds when $p=r$. The integral of the difference is therefore zero, and normalisation gives

$$\int K_b(x-y)\frac{dy}{y-p}=\frac1{q-p}=\frac1{x+i(a+b)-l_k}.$$

Multiply by $w_k$, sum over $k$, and take imaginary parts, which is allowed under the integral because $K_b$ is real.

**A check with numbers.** Take one level $l=0$ with $w=1$, $a=b=1$ and $x=0$. The left side is $-\frac1\pi\int\frac{dy}{(1+y^2)^2}=-\frac1\pi\cdot\frac\pi2=-\frac12$. The right side is $\operatorname{Im}\frac1{2i}=-\frac12$. Here $p=r=-i$, the double-pole case.

**What the Lean statements say.** `lorentzian b` is $K_b$, `green w l` is $G$, and `broaden b f` is the convolution. The finite type `ι` labels the levels. `broaden_im_green` is the displayed identity, with complex weights, so off-diagonal matrix elements are included and your real weights are a special case. `broaden_green` gives the same identity for complex $G$, together with integrability. `broaden_list` treats any finite sequence of positive half-widths, and `broaden_lorentzian` says that two Lorentzians convolve to one whose half-width is the sum.

The hypothesis `0 < a` means that the input is already smooth, not a set of bare spectral lines. The theorem holds for any real levels and any weights, and you don't need their values: the convolution uses only the stored curve and $b$. For finite-basis spectra of this pole form, the result lets you widen a stored curve without recomputing it, up to the error from your energy grid and window.

**How the Lean proof is built.** `lorentzian_normalized` rescales to the integral of $1/(1+y^2)$. `pole_tendsto_zero` supplies the limits at infinity, and `exists_primitive` constructs $F$, splitting on `p = r`; its step `hs` is the branch-cut argument. In `broaden_pole`, `hid` is the cancellation of $y-q$, and `integral_of_hasDerivAt_of_tendsto` turns the vanishing ends of $F$ into a zero integral. `broaden_green` sums over levels, and `broaden_im_green` takes the imaginary part through `Complex.imCLM`. `broaden_list` follows by induction, and `broaden_lorentzian` by treating a Lorentzian as one level at zero with weight $-1/\pi$.

```lean
import Mathlib

open MeasureTheory Filter Topology
open scoped Real

namespace LorentzianBroadening

noncomputable section

/-- The Lorentzian function of the detuning `x`, meaningful for `b ≠ 0` or `x ≠ 0`; for `b > 0` it
is the normalised line of half-width `b`. -/
def lorentzian (b x : ℝ) : ℝ := b / π / (x ^ 2 + b ^ 2)

/-- The Green's function with finitely many real levels `l k` and complex weights `w k`;
its domain is the set of `z` different from every level. -/
def green {ι : Type*} [Fintype ι] (w : ι → ℂ) (l : ι → ℝ) (z : ℂ) : ℂ :=
  ∑ k, w k / (z - l k)

/-- Broadening of a spectrum `f`: convolution with the Lorentzian of half-width `b`. -/
def broaden (b : ℝ) (f : ℝ → ℝ) (x : ℝ) : ℝ := ∫ y, lorentzian b (x - y) * f y

/-- For `b > 0` the Lorentzian centred at `x` is integrable and has total weight one. -/
theorem lorentzian_normalized {b : ℝ} (hb : 0 < b) (x : ℝ) :
    Integrable (fun y => lorentzian b (x - y)) ∧ ∫ y, lorentzian b (x - y) = 1 := by
  have h : (fun y => lorentzian b (x - y)) =
      fun y => (1 / (π * b)) * (1 + ((y - x) / b) ^ 2)⁻¹ := by
    funext y
    have hD : (x - y) ^ 2 + b ^ 2 ≠ 0 := by positivity
    have e : 1 + ((y - x) / b) ^ 2 = ((x - y) ^ 2 + b ^ 2) / b ^ 2 := by
      field_simp
      ring
    rw [lorentzian, e, inv_div]
    field_simp
  rw [h]
  constructor
  · exact ((integrable_inv_one_add_sq.comp_div hb.ne').comp_sub_right x).const_mul _
  · rw [integral_const_mul,
      integral_sub_right_eq_self (fun y : ℝ => (1 + (y / b) ^ 2)⁻¹) x,
      Measure.integral_comp_div (fun y : ℝ => (1 + y ^ 2)⁻¹) b,
      integral_univ_inv_one_add_sq, abs_of_pos hb, smul_eq_mul]
    have := Real.pi_ne_zero
    field_simp

/-- A simple pole term vanishes when the real energy becomes large in absolute value. -/
theorem pole_tendsto_zero (p : ℂ) {L : Filter ℝ} (hL : Tendsto (fun y : ℝ => |y|) L atTop) :
    Tendsto (fun y : ℝ => ((y : ℂ) - p)⁻¹) L (𝓝 0) := by
  rw [tendsto_zero_iff_norm_tendsto_zero]
  simp only [norm_inv]
  apply Tendsto.inv_tendsto_atTop
  refine tendsto_atTop_mono (fun y => ?_) (tendsto_atTop_add_const_right L (-‖p‖) hL)
  have h := norm_sub_norm_le (y : ℂ) p
  rw [Complex.norm_real, Real.norm_eq_abs] at h
  linarith

/-- For two poles `p`, `r` in the lower half-plane, the product of the two pole terms has a
primitive on the real energy axis that vanishes at both ends. -/
theorem exists_primitive {p r : ℂ} (hp : p.im < 0) (hr : r.im < 0) :
    ∃ F : ℝ → ℂ, (∀ y : ℝ, HasDerivAt F (1 / (((y : ℂ) - p) * ((y : ℂ) - r))) y) ∧
      Tendsto F atBot (𝓝 0) ∧ Tendsto F atTop (𝓝 0) := by
  have ne : ∀ s : ℂ, s.im < 0 → ∀ y : ℝ, (y : ℂ) - s ≠ 0 := by
    intro s hs y h
    have := congrArg Complex.im h
    simp only [Complex.sub_im, Complex.ofReal_im, Complex.zero_im] at this
    linarith
  have hd : ∀ y : ℝ, HasDerivAt (fun y : ℝ => ((y : ℂ) - r)⁻¹) (-1 / ((y : ℂ) - r) ^ 2) y := by
    intro y
    have h1 : HasDerivAt (fun y : ℝ => (y : ℂ) - r) 1 y :=
      ((hasDerivAt_id (y : ℂ)).sub_const r).comp_ofReal
    exact h1.inv (ne r hr y)
  by_cases hpr : p = r
  · -- a double pole integrates to a simple pole
    subst hpr
    refine ⟨fun y => -((y : ℂ) - p)⁻¹, fun y => ?_, ?_, ?_⟩
    · refine (hd y).fun_neg.congr_deriv ?_
      have := ne p hp y
      field_simp
    · simpa using (pole_tendsto_zero p tendsto_abs_atBot_atTop).neg
    · simpa using (pole_tendsto_zero p tendsto_abs_atTop_atTop).neg
  · -- distinct poles: the logarithm of (y - p) / (y - r)
    have hpr' : p - r ≠ 0 := sub_ne_zero.2 hpr
    have hw : ∀ y : ℝ, 1 + (r - p) * ((y : ℂ) - r)⁻¹ = ((y : ℂ) - p) / ((y : ℂ) - r) := by
      intro y
      have := ne r hr y
      field_simp
      ring
    have hs : ∀ y : ℝ, 1 + (r - p) * ((y : ℂ) - r)⁻¹ ∈ Complex.slitPlane := by
      intro y
      rw [hw, Complex.mem_slitPlane_iff]
      by_contra hcon
      rw [not_or, not_lt, not_not] at hcon
      have h := congrArg Complex.im (div_mul_cancel₀ ((y : ℂ) - p) (ne r hr y))
      rw [Complex.mul_im, hcon.2] at h
      simp only [Complex.sub_im, Complex.ofReal_im] at h
      nlinarith [mul_nonneg (neg_nonneg.2 hcon.1) (neg_nonneg.2 hr.le)]
    have hlim : ∀ L : Filter ℝ, Tendsto (fun y : ℝ => |y|) L atTop →
        Tendsto (fun y : ℝ => Complex.log (1 + (r - p) * ((y : ℂ) - r)⁻¹) / (p - r))
          L (𝓝 0) := by
      intro L hL
      have h1 : Tendsto (fun y : ℝ => 1 + (r - p) * ((y : ℂ) - r)⁻¹) L (𝓝 1) := by
        simpa using ((pole_tendsto_zero r hL).const_mul (r - p)).const_add 1
      have h2 := (h1.clog Complex.one_mem_slitPlane).div_const (p - r)
      simpa using h2
    refine ⟨_, fun y => ?_, hlim _ tendsto_abs_atBot_atTop, hlim _ tendsto_abs_atTop_atTop⟩
    refine (((((hd y).const_mul (r - p)).const_add 1).clog_real (hs y)).div_const
      (p - r)).congr_deriv ?_
    rw [hw]
    have h1 := ne p hp y
    have h2 := ne r hr y
    field_simp
    ring

/-- For `b > 0` and a pole `p` in the lower half-plane, the Lorentzian average of the pole term
around `x` exists and equals the pole term at `x + i b`. -/
theorem broaden_pole {b : ℝ} (hb : 0 < b) {p : ℂ} (hp : p.im < 0) (x : ℝ) :
    Integrable (fun y : ℝ => (lorentzian b (x - y) : ℂ) * (1 / ((y : ℂ) - p))) ∧
    ∫ y : ℝ, (lorentzian b (x - y) : ℂ) * (1 / ((y : ℂ) - p)) =
      1 / ((x : ℂ) + b * Complex.I - p) := by
  obtain ⟨hK, hn⟩ := lorentzian_normalized hb x
  have hKc : Integrable (fun y : ℝ => (lorentzian b (x - y) : ℂ)) := hK.ofReal
  have him : ∀ y : ℝ, -p.im ≤ ‖(y : ℂ) - p‖ := by
    intro y
    have h := (le_abs_self _).trans (Complex.abs_im_le_norm ((y : ℂ) - p))
    simpa using h
  have hyp : ∀ y : ℝ, (y : ℂ) - p ≠ 0 := fun y =>
    norm_pos_iff.1 (lt_of_lt_of_le (neg_pos.2 hp) (him y))
  -- the pole term is bounded on the real axis
  have hI : Integrable (fun y : ℝ => (lorentzian b (x - y) : ℂ) * (1 / ((y : ℂ) - p))) := by
    have hc : Continuous (fun y : ℝ => 1 / ((y : ℂ) - p)) :=
      continuous_const.div (by fun_prop) hyp
    refine Integrable.mono' (hKc.norm.mul_const (1 / -p.im))
      (hKc.aestronglyMeasurable.mul hc.aestronglyMeasurable) (Eventually.of_forall fun y => ?_)
    rw [norm_mul, norm_div, norm_one]
    exact mul_le_mul_of_nonneg_left
      (one_div_le_one_div_of_le (neg_pos.2 hp) (him y)) (norm_nonneg _)
  refine ⟨hI, ?_⟩
  obtain ⟨q, hq⟩ : ∃ q : ℂ, q = (x : ℂ) + b * Complex.I := ⟨_, rfl⟩
  obtain ⟨r, hr⟩ : ∃ r : ℂ, r = (x : ℂ) - b * Complex.I := ⟨_, rfl⟩
  have hqi : q.im = b := by simp [hq]
  have hri : r.im = -b := by simp [hr]
  rw [← hq]
  have hqp : q - p ≠ 0 := by
    intro h
    have := congrArg Complex.im h
    rw [Complex.sub_im, hqi, Complex.zero_im] at this
    linarith
  obtain ⟨F, hF, hbot, htop⟩ := exists_primitive hp (show r.im < 0 by linarith)
  -- subtracting the value at q cancels the pole of the kernel in the upper half-plane
  have hid : ∀ y : ℝ, (lorentzian b (x - y) : ℂ) * (1 / ((y : ℂ) - p)) -
      (lorentzian b (x - y) : ℂ) * (1 / (q - p)) =
      -((b : ℂ) / π) / (q - p) * (1 / (((y : ℂ) - p) * ((y : ℂ) - r))) := by
    intro y
    have hfac : (((x - y) ^ 2 + b ^ 2 : ℝ) : ℂ) = ((y : ℂ) - q) * ((y : ℂ) - r) := by
      rw [hq, hr]
      push_cast
      linear_combination (b : ℂ) ^ 2 * Complex.I_sq
    have hne : ((y : ℂ) - q) * ((y : ℂ) - r) ≠ 0 := by
      rw [← hfac]
      exact Complex.ofReal_ne_zero.2 (by positivity)
    have h1 := left_ne_zero_of_mul hne
    have h2 := right_ne_zero_of_mul hne
    have h3 := hyp y
    rw [lorentzian, Complex.ofReal_div, Complex.ofReal_div, hfac]
    generalize (b : ℂ) / (π : ℂ) = B
    field_simp
    ring
  have hJ := hKc.mul_const (1 / (q - p))
  have h0 := (integral_of_hasDerivAt_of_tendsto
    (fun y => ((hF y).const_mul (-((b : ℂ) / π) / (q - p))).congr_deriv (hid y).symm)
    (hI.sub hJ) (hbot.const_mul _) (htop.const_mul _)).trans (sub_self _)
  rw [integral_sub hI hJ, integral_mul_const, integral_complex_ofReal, hn,
    Complex.ofReal_one, one_mul] at h0
  exact sub_eq_zero.1 h0

variable {ι : Type*} [Fintype ι]

/-- For `a, b > 0` the Lorentzian average of the complex Green's function on the line at height
`a` exists and equals the Green's function at height `a + b`. -/
theorem broaden_green (w : ι → ℂ) (l : ι → ℝ) {a b : ℝ} (ha : 0 < a) (hb : 0 < b) (x : ℝ) :
    Integrable (fun y : ℝ => (lorentzian b (x - y) : ℂ) * green w l (y + a * Complex.I)) ∧
    ∫ y : ℝ, (lorentzian b (x - y) : ℂ) * green w l (y + a * Complex.I) =
      green w l (x + (a + b : ℝ) * Complex.I) := by
  have hp : ∀ k, ((l k : ℂ) - a * Complex.I).im < 0 := fun k => by simpa using ha
  have h : (fun y : ℝ => (lorentzian b (x - y) : ℂ) * green w l (y + a * Complex.I)) =
      fun y : ℝ => ∑ k, w k * ((lorentzian b (x - y) : ℂ) *
        (1 / ((y : ℂ) - ((l k : ℂ) - a * Complex.I)))) := by
    funext y
    rw [green, Finset.mul_sum]
    refine Finset.sum_congr rfl fun k _ => ?_
    rw [show (y : ℂ) - ((l k : ℂ) - a * Complex.I) = y + a * Complex.I - l k by ring]
    ring
  have hi := fun k => (broaden_pole hb (hp k) x).1.const_mul (w k)
  rw [h]
  refine ⟨integrable_finsetSum _ fun k _ => hi k, ?_⟩
  rw [integral_finsetSum _ fun k _ => hi k, green]
  refine Finset.sum_congr rfl fun k _ => ?_
  rw [integral_const_mul, (broaden_pole hb (hp k) x).2, mul_one_div]
  congr 1
  push_cast
  ring

/-- Broadening composes: for `a, b > 0`, broadening the imaginary part of the Green's function
at height `a` by a Lorentzian of half-width `b` gives its imaginary part at height `a + b`. -/
theorem broaden_im_green (w : ι → ℂ) (l : ι → ℝ) {a b : ℝ} (ha : 0 < a) (hb : 0 < b) (x : ℝ) :
    broaden b (fun y => (green w l (y + a * Complex.I)).im) x =
      (green w l (x + (a + b : ℝ) * Complex.I)).im := by
  obtain ⟨hi, he⟩ := broaden_green w l ha hb x
  have h := Complex.imCLM.integral_comp_comm hi
  rw [he] at h
  simpa only [broaden, Complex.imCLM_apply, Complex.im_ofReal_mul] using h

/-- Successive Lorentzian broadenings with positive half-widths, applied to the imaginary part
of the Green's function at height `a > 0`, raise the height by the sum of the half-widths. -/
theorem broaden_list (w : ι → ℂ) (l : ι → ℝ) {a : ℝ} (ha : 0 < a) (bs : List ℝ)
    (hbs : ∀ b ∈ bs, 0 < b) :
    bs.foldr broaden (fun y => (green w l (y + a * Complex.I)).im) =
      fun x : ℝ => (green w l (x + (a + bs.sum : ℝ) * Complex.I)).im := by
  induction bs with
  | nil => simp
  | cons b bs ih =>
    have hpos : ∀ c ∈ bs, 0 < c := fun c hc => hbs c (List.mem_cons_of_mem b hc)
    have hsum : 0 ≤ bs.sum := List.sum_nonneg fun c hc => (hpos c hc).le
    funext x
    rw [List.foldr_cons, ih hpos,
      broaden_im_green w l (add_pos_of_pos_of_nonneg ha hsum) (hbs b List.mem_cons_self) x,
      List.sum_cons, show a + bs.sum + b = a + (b + bs.sum) by ring]

/-- A Lorentzian of half-width `a > 0` broadened by one of half-width `b > 0` is the Lorentzian
of half-width `a + b`. -/
theorem broaden_lorentzian {a b : ℝ} (ha : 0 < a) (hb : 0 < b) :
    broaden b (lorentzian a) = lorentzian (a + b) := by
  -- a Lorentzian is the spectrum of a single level at zero energy
  have h : ∀ c y : ℝ, lorentzian c y = (green (fun _ : Unit => ((-1 / π : ℝ) : ℂ))
      (fun _ => 0) (y + c * Complex.I)).im := by
    intro c y
    simp only [green, lorentzian, Finset.univ_unique, Finset.sum_singleton, Complex.div_im,
      Complex.normSq_apply, Complex.sub_re, Complex.sub_im, Complex.add_re, Complex.add_im,
      Complex.mul_re, Complex.mul_im, Complex.ofReal_re, Complex.ofReal_im, Complex.I_re,
      Complex.I_im]
    ring
  funext x
  rw [funext (h a), h (a + b) x]
  exact broaden_im_green _ _ ha hb x

end

end LorentzianBroadening
```

```lean
#print axioms LorentzianBroadening.broaden_list
#print axioms LorentzianBroadening.broaden_lorentzian
```

```
'LorentzianBroadening.broaden_list' depends on axioms: [propext, Classical.choice, Quot.sound]
'LorentzianBroadening.broaden_lorentzian' depends on axioms: [propext, Classical.choice, Quot.sound]
```
